# Levels of three plane waves at a hexagonal zone corner: two coincide exactly when V³ is real

Three plane waves of equal energy e, coupled cyclically by one complex Fourier coefficient V of the potential, have the energies

Eⱼ = e + 2 Re(V ζʲ), j = 0, 1, 2, with ζ = exp(2πi/3).

At least two of them coincide if and only if Im V³ = 0. For non-interacting electrons in this three-wave truncation, the phase of a nonzero V thus decides whether bands touch at the corner.

In Lean 4 with Mathlib:

```lean
import Mathlib

open Matrix ComplexConjugate

namespace HexagonalZoneCorner

noncomputable section
```

## The three-wave Hamiltonian

The phases in the problem are powers of ζ.

```lean
/-- The primitive cube root of unity `exp(2πi/3)`. -/
def ζ : ℂ := Complex.exp (2 * Real.pi * Complex.I / 3)
```

Let K₀, K₁, K₂ be the three equivalent corners, 120° apart. Their plane waves share the energy e, which includes the mean potential. The potential couples waves k and l through its Fourier coefficient at K_k − K_l. Threefold symmetry about the origin makes the coefficients at K₀ − K₁, K₁ − K₂ and K₂ − K₀ equal to a single number V, and a real potential gives the complex conjugate V̄ for the reversed differences:

H = [[e, V, V̄], [V̄, e, V], [V, V̄, e]].

```lean
/-- Three degenerate plane waves of energy `e`, coupled cyclically by the complex
Fourier coefficient `V` of the potential. -/
def hamiltonian (e : ℝ) (V : ℂ) : Matrix (Fin 3) (Fin 3) ℂ :=
  !![(e : ℂ), V, conj V; conj V, (e : ℂ), V; V, conj V, (e : ℂ)]
```

In `hamiltonian`, `e` is real, `V` is any complex number, and `conj V` is V̄. Spin and all other plane waves are left out.

The proposed energies are real by construction.

```lean
/-- The energy `e + 2 Re(V exp(2πij/3))`. -/
def level (e : ℝ) (V : ℂ) (j : Fin 3) : ℝ := e + 2 * (V * ζ ^ (j : ℕ)).re
```

The cyclic symmetry suggests superpositions whose phase advances by ζʲ from one plane wave to the next. Normalised, they are

wⱼ = (1, ζʲ, ζ²ʲ)/√3.

The code omits the factor 1/√3.

```lean
/-- The cyclic superposition of the three plane waves with phase step `exp(2πij/3)`,
not normalised. -/
def wave (j : Fin 3) : Fin 3 → ℂ := ![1, ζ ^ (j : ℕ), (ζ ^ (j : ℕ)) ^ 2]
```

Take the x axis along K₀, and let n_k be the unit vector along K_k. Away from the corner, at wavevector K_k + q, the kinetic energy contains a term linear in q = (qx, qy):

t_k = v q·n_k, n₀ = (1, 0), n₁ = (−1/2, √3/2), n₂ = (−1/2, −√3/2).

For free electrons v = ħ²|K|/m, the slope of the kinetic energy at the corner; the code allows any real v. The quadratic term ħ²|q|²/2m is the same for all three waves and would only shift the energies together.

```lean
/-- The part of the kinetic energy linear in the displacement `(qx, qy)` from the zone
corner: `v` times the component of the displacement along three directions 120° apart. -/
def kinetic (v qx qy : ℝ) : Matrix (Fin 3) (Fin 3) ℂ :=
  Matrix.diagonal ![((v * qx : ℝ) : ℂ), ((v * (-qx / 2 + √3 / 2 * qy) : ℝ) : ℂ),
    ((v * (-qx / 2 - √3 / 2 * qy) : ℝ) : ℂ)]
```

A matrix element between normalised waves is ⟨wᵢ|A|wⱼ⟩. With the unnormalised vectors, each of squared length 3, this becomes a division by 3.

```lean
/-- The matrix element of `A` between the normalised cyclic waves `i` and `j`. -/
def element (A : Matrix (Fin 3) (Fin 3) ℂ) (i j : Fin 3) : ℂ :=
  (star (wave i) ⬝ᵥ (A *ᵥ wave j)) / 3
```

## Cube roots of unity

Since 2π/3 = π − π/3,

Re ζ = −cos(π/3) = −1/2, Im ζ = sin(π/3) = √3/2.

```lean
/-- The real and imaginary parts of `exp(2πi/3)`. -/
theorem zeta_parts : ζ.re = -1 / 2 ∧ ζ.im = √3 / 2 := by
  have h : ζ = Complex.exp (((2 * Real.pi / 3 : ℝ) : ℂ) * Complex.I) := by
    unfold ζ
    congr 1
    push_cast
    ring
  have ha : 2 * Real.pi / 3 = Real.pi - Real.pi / 3 := by ring
  constructor
  · rw [h, Complex.exp_ofReal_mul_I_re, ha, Real.cos_pi_sub, Real.cos_pi_div_three]
    norm_num
  · rw [h, Complex.exp_ofReal_mul_I_im, ha, Real.sin_pi_sub, Real.sin_pi_div_three]
```

Squaring gives ζ² = −1/2 − i√3/2, and therefore

ζ² + ζ + 1 = 0, ζ̄ = ζ².

```lean
/-- The three cube roots of unity sum to zero, and conjugation squares `exp(2πi/3)`. -/
theorem zeta_relations : ζ ^ 2 + ζ + 1 = 0 ∧ conj ζ = ζ ^ 2 := by
  obtain ⟨hr, hi⟩ := zeta_parts
  have hs : √3 ^ 2 = (3 : ℝ) := Real.sq_sqrt (by norm_num)
  have hQ : ζ ^ 2 + ζ + 1 = 0 := by
    apply Complex.ext
    · simp only [pow_two, Complex.add_re, Complex.mul_re, Complex.one_re, Complex.zero_re, hr, hi]
      linear_combination (-1 / 4) * hs
    · simp only [pow_two, Complex.add_im, Complex.mul_im, Complex.one_im, Complex.zero_im, hr, hi]
      ring
  refine ⟨hQ, ?_⟩
  have h2 : ζ ^ 2 = -1 - ζ := by linear_combination hQ
  rw [h2]
  apply Complex.ext
  · simp only [Complex.conj_re, Complex.sub_re, Complex.neg_re, Complex.one_re, hr]
    norm_num
  · simp only [Complex.conj_im, Complex.sub_im, Complex.neg_im, Complex.one_im, hi]
    ring
```

The proof compares real and imaginary parts, using (√3)² = 3.

## Eigenvectors and the complete spectrum

Twice a real part is a number plus its conjugate, and the conjugate of ζʲ is ζ²ʲ. Hence

Eⱼ = e + V ζʲ + V̄ ζ²ʲ.

```lean
/-- Each level is the sum of `e` and the two cyclic hopping terms with their phases. -/
theorem level_complex (e : ℝ) (V : ℂ) (j : Fin 3) :
    (level e V j : ℂ) = e + V * ζ ^ (j : ℕ) + conj V * (ζ ^ (j : ℕ)) ^ 2 := by
  have hc : conj (ζ ^ (j : ℕ)) = (ζ ^ (j : ℕ)) ^ 2 := by
    rw [map_pow, zeta_relations.2, ← pow_mul, ← pow_mul, mul_comm]
  have h := Complex.add_conj (V * ζ ^ (j : ℕ))
  rw [map_mul, hc] at h
  unfold level
  push_cast at h ⊢
  linear_combination -h
```

Write z = ζʲ, so that z³ = 1. The rows of H acting on (1, z, z²) give

e + Vz + V̄z² = Eⱼ,
V̄ + ez + Vz² = z(e + Vz + V̄z²) = z Eⱼ,
V + V̄z + ez² = z²(e + Vz + V̄z²) = z² Eⱼ.

The last two lines use z³ = 1.

```lean
/-- Each cyclic wave is an eigenvector of the zone-corner Hamiltonian, with energy
`e + 2 Re(V exp(2πij/3))`. -/
theorem hamiltonian_mulVec_wave (e : ℝ) (V : ℂ) (j : Fin 3) :
    hamiltonian e V *ᵥ wave j = (level e V j : ℂ) • wave j := by
  have h3 : ζ ^ 3 = 1 := by linear_combination (ζ - 1) * zeta_relations.1
  have hz : (ζ ^ (j : ℕ)) ^ 3 = 1 := by
    rw [← pow_mul, mul_comm, pow_mul, h3, one_pow]
  rw [level_complex]
  unfold hamiltonian wave
  generalize conj V = W
  generalize ζ ^ (j : ℕ) = z at hz ⊢
  ext k
  fin_cases k
  · simp [Matrix.mulVec, dotProduct, Fin.sum_univ_three]
  · simp [Matrix.mulVec, dotProduct, Fin.sum_univ_three]
    linear_combination (-W) * hz
  · simp [Matrix.mulVec, dotProduct, Fin.sum_univ_three]
    linear_combination (-(V + W * z)) * hz
```

The theorem is the eigenvalue equation H wⱼ = Eⱼ wⱼ for every j. Its proof replaces V̄ and ζʲ by independent symbols `W` and `z`, keeps only z³ = 1, and checks the three rows as polynomial identities.

To see that no energy is missing, including when levels coincide, expand the secular determinant:

det(x − H) = (x − e)³ − 3|V|²(x − e) − V³ − V̄³.

Multiplying out (x − E₀)(x − E₁)(x − E₂) with ζ² + ζ + 1 = 0 gives the same polynomial.

```lean
/-- For every complex `x`, the secular determinant `det(x - H)` is the product of the three
differences between `x` and the levels. -/
theorem secular_determinant (e : ℝ) (V x : ℂ) :
    (x • (1 : Matrix (Fin 3) (Fin 3) ℂ) - hamiltonian e V).det
      = ∏ j, (x - (level e V j : ℂ)) := by
  have hQ := zeta_relations.1
  have h0 : (level e V 0 : ℂ) = e + V + conj V := by
    refine (level_complex e V 0).trans ?_
    change (e : ℂ) + V * ζ ^ 0 + conj V * (ζ ^ 0) ^ 2 = _
    ring
  have h1 : (level e V 1 : ℂ) = e + V * ζ - conj V * (1 + ζ) := by
    refine (level_complex e V 1).trans ?_
    change (e : ℂ) + V * ζ ^ 1 + conj V * (ζ ^ 1) ^ 2 = _
    linear_combination conj V * hQ
  have h2 : (level e V 2 : ℂ) = e - V * (1 + ζ) + conj V * ζ := by
    refine (level_complex e V 2).trans ?_
    change (e : ℂ) + V * ζ ^ 2 + conj V * (ζ ^ 2) ^ 2 = _
    linear_combination (V + conj V * ζ * (ζ - 1)) * hQ
  rw [Fin.prod_univ_three, h0, h1, h2]
  unfold hamiltonian
  generalize conj V = W
  simp [Matrix.det_fin_three]
  linear_combination (x - e - V - W) * (V - W) ^ 2 * hQ
```

The identity holds for every complex `x`, so the three levels are the whole spectrum with multiplicity. In the proof, `h0`, `h1` and `h2` write the levels without powers of ζ above the first; the two sides then differ by a multiple of ζ² + ζ + 1.

## When levels meet

Inserting the parts of ζ and ζ² gives

E₀ = e + 2 Re V,
E₁ = e − Re V − √3 Im V,
E₂ = e − Re V + √3 Im V.

```lean
/-- The three levels in terms of the real and imaginary parts of the coupling. -/
theorem level_cartesian (e : ℝ) (V : ℂ) :
    level e V 0 = e + 2 * V.re ∧ level e V 1 = e - V.re - √3 * V.im ∧
      level e V 2 = e - V.re + √3 * V.im := by
  obtain ⟨hr, hi⟩ := zeta_parts
  have h2 : ζ ^ 2 = -1 - ζ := by linear_combination zeta_relations.1
  refine ⟨?_, ?_, ?_⟩
  · change e + 2 * (V * ζ ^ 0).re = _
    rw [pow_zero, mul_one]
  · change e + 2 * (V * ζ ^ 1).re = _
    rw [pow_one, Complex.mul_re, hr, hi]
    ring
  · change e + 2 * (V * ζ ^ 2).re = _
    rw [h2]
    simp only [Complex.mul_re, Complex.sub_re, Complex.sub_im, Complex.neg_re,
      Complex.neg_im, Complex.one_re, Complex.one_im, hr, hi]
    ring
```

With a = Re V and b = Im V, the differences are

E₀ − E₁ = 3a + √3 b, E₁ − E₂ = −2√3 b, E₂ − E₀ = −3a + √3 b.

Their product is

−2√3 b(3b² − 9a²) = 6√3(3a²b − b³) = 6√3 Im V³.

```lean
/-- The product of the three level differences is `6√3 Im V³`. -/
theorem level_differences (e : ℝ) (V : ℂ) :
    (level e V 0 - level e V 1) * (level e V 1 - level e V 2) * (level e V 2 - level e V 0)
      = 6 * √3 * (V ^ 3).im := by
  obtain ⟨h0, h1, h2⟩ := level_cartesian e V
  have hs : √3 ^ 2 = (3 : ℝ) := Real.sq_sqrt (by norm_num)
  have hc : (V ^ 3).im = 3 * V.re ^ 2 * V.im - V.im ^ 3 := by
    simp only [pow_succ, pow_zero, one_mul, Complex.mul_im, Complex.mul_re]
    ring
  rw [h0, h1, h2, hc]
  linear_combination (-2 * √3 * V.im ^ 3) * hs
```

A product of real numbers vanishes exactly when one of its factors does. Two levels therefore coincide exactly when Im V³ = 0.

```lean
/-- Two of the three zone-corner levels coincide if and only if `V³` is real. -/
theorem degenerate_iff (e : ℝ) (V : ℂ) :
    (∃ i j : Fin 3, i ≠ j ∧ level e V i = level e V j) ↔ (V ^ 3).im = 0 := by
  have hd := level_differences e V
  have hs : 6 * √3 ≠ (0 : ℝ) := by positivity
  constructor
  · rintro ⟨i, j, hij, h⟩
    -- a coincidence makes one factor of the product vanish
    have hp : (level e V 0 - level e V 1) * (level e V 1 - level e V 2)
        * (level e V 2 - level e V 0) = 0 := by
      fin_cases i <;> fin_cases j <;> simp at hij h ⊢ <;> simp [h]
    rw [hp] at hd
    exact (mul_eq_zero.mp hd.symm).resolve_left hs
  · intro h
    rw [h, mul_zero] at hd
    rcases mul_eq_zero.mp hd with h' | h'
    · rcases mul_eq_zero.mp h' with h'' | h''
      · exact ⟨0, 1, by decide, sub_eq_zero.mp h''⟩
      · exact ⟨1, 2, by decide, sub_eq_zero.mp h''⟩
    · exact ⟨2, 0, by decide, sub_eq_zero.mp h'⟩
```

The statement asks for two different indices `i` and `j` with equal levels. It includes V = 0, where all three meet. The forward direction runs through the index pairs and finds the vanishing factor; the reverse direction reads off the pair from whichever factor is zero.

For nonzero V the condition says that the phase of V is a multiple of π/3. The link to inversion is a symmetry argument about the potential. Inversion about the origin makes V real. Moving the origin leaves the product of the three cyclic coefficients unchanged, because their wavevectors sum to zero, so an inversion centre anywhere forces V³ to be real. A nonreal V³ therefore signals broken inversion symmetry. The reverse inference fails, since inversion may be broken only in Fourier coefficients that this model does not contain.

## A honeycomb potential with two kinds of site

In an empirical pseudopotential calculation, V is assembled from atomic form factors and structure-factor phases. Put the origin at the centre of a hexagon, and let the two sublattices have real form factors u_A and u_B at the relevant wavevector length. With a suitable labelling of the sublattices,

V = u_A ζ + u_B ζ² = −(u_A + u_B)/2 + i(√3/2)(u_A − u_B),

so E₂ − E₁ = 3(u_A − u_B). For the illustrative values u_A = −1.0 eV and u_B = −0.8 eV, V = 0.9 − 0.173i eV, and the levels relative to e are 1.8, −0.6 and −1.2 eV. With both form factors equal to −0.9 eV, the lower two merge at −0.9 eV. A larger plane-wave basis adds further couplings and shifts these numbers.

## The Dirac block around the corner

Now add the linear kinetic term and look at waves 1 and 2. Since H is diagonal in the cyclic waves, it contributes E₁ and E₂ on the diagonal and nothing between them. The kinetic term contributes (t₀ + t₁ + t₂)/3 = 0 to each diagonal element. Off the diagonal,

⟨w₁|t|w₂⟩ = (t₀ + ζ t₁ + ζ² t₂)/3.

The qx part of the sum is 1 − (ζ + ζ²)/2 = 3/2. The qy part is (√3/2)(ζ − ζ²) = 3i/2, because ζ − ζ² = i√3. Thus

⟨w₁|t|w₂⟩ = (v/2)(qx + i qy), ⟨w₂|t|w₁⟩ = (v/2)(qx − i qy), E₂ − E₁ = 2√3 Im V.

```lean
/-- Near the zone corner, to first order in the displacement, waves 1 and 2 are coupled by
`(v/2)(qx ± i qy)`, while their diagonal energies differ by `2√3 Im V`. -/
theorem dirac_block (e v qx qy : ℝ) (V : ℂ) :
    element (hamiltonian e V + kinetic v qx qy) 1 1 = level e V 1 ∧
    element (hamiltonian e V + kinetic v qx qy) 2 2 = level e V 2 ∧
    element (hamiltonian e V + kinetic v qx qy) 1 2 = v / 2 * (qx + Complex.I * qy) ∧
    element (hamiltonian e V + kinetic v qx qy) 2 1 = v / 2 * (qx - Complex.I * qy) ∧
    level e V 2 - level e V 1 = 2 * √3 * V.im := by
  obtain ⟨hr, hi⟩ := zeta_parts
  obtain ⟨hQ, hcz⟩ := zeta_relations
  have hs : √3 ^ 2 = (3 : ℝ) := Real.sq_sqrt (by norm_num)
  have h2 : ζ ^ 2 = -1 - ζ := by linear_combination hQ
  have h4 : (-1 - ζ) ^ 2 = ζ := by linear_combination hQ
  rw [h2] at hcz
  have hI : ((√3 : ℝ) : ℂ) * (2 * ζ + 1) = 3 * Complex.I := by
    apply Complex.ext <;>
      simp only [Complex.mul_re, Complex.mul_im, Complex.add_re, Complex.add_im,
        Complex.ofReal_re, Complex.ofReal_im, Complex.one_re, Complex.one_im, Complex.I_re,
        Complex.I_im, Complex.re_ofNat, Complex.im_ofNat, hr, hi]
    · ring
    · linear_combination hs
  have w1 : wave 1 = ![1, ζ, -1 - ζ] := by
    change ![1, ζ ^ 1, (ζ ^ 1) ^ 2] = _
    rw [pow_one, h2]
  have w2 : wave 2 = ![1, -1 - ζ, ζ] := by
    change ![1, ζ ^ 2, (ζ ^ 2) ^ 2] = _
    rw [h2, h4]
  -- first use the eigenvector equation, then insert the explicit waves
  simp only [element, Matrix.add_mulVec, hamiltonian_mulVec_wave]
  simp only [w1, w2]
  refine ⟨?_, ?_, ?_, ?_, ?_⟩
  · simp [dotProduct, kinetic, Fin.sum_univ_three, Matrix.mulVec_diagonal, hcz]
    linear_combination ((-2 * (level e V 1 : ℂ) + v * qx) / 3) * hQ
  · simp [dotProduct, kinetic, Fin.sum_univ_three, Matrix.mulVec_diagonal, hcz]
    linear_combination ((-2 * (level e V 2 : ℂ) + v * qx) / 3) * hQ
  · simp [dotProduct, kinetic, Fin.sum_univ_three, Matrix.mulVec_diagonal, hcz]
    linear_combination ((2 * (level e V 2 : ℂ) - v * qx) / 3) * hQ + (v * qy / 6 : ℂ) * hI
  · simp [dotProduct, kinetic, Fin.sum_univ_three, Matrix.mulVec_diagonal, hcz]
    linear_combination ((2 * (level e V 1 : ℂ) - v * qx) / 3) * hQ - (v * qy / 6 : ℂ) * hI
  · rw [(level_cartesian e V).2.1, (level_cartesian e V).2.2]
    ring

end

end HexagonalZoneCorner
```

The five parts of `dirac_block` are the two diagonal elements, the two off-diagonal elements and the level difference. The proof first applies the eigenvector equation to H, then inserts the explicit waves; `hI` is the relation ζ − ζ² = i√3 in the form √3(2ζ + 1) = 3i.

Apart from the constant energy e − Re V, this is a two-dimensional Dirac Hamiltonian with a mass term of magnitude √3 |Im V|. Diagonalising the block alone gives

E± = e − Re V ± √(3(Im V)² + v²|q|²/4),

a cone when Im V = 0 and v ≠ 0, and a gap of 2√3 |Im V| at q = 0 when Im V ≠ 0. The theorem gives matrix elements and leaves aside the coupling to wave 0, which is also linear in q. Neglecting that coupling is reasonable when the distance of E₀ from the pair is large compared with both |v||q| and the splitting of the pair. If V is a nonzero real number times ζ or ζ², a different pair is degenerate, and the block to examine is the one for that pair.

```lean
#print axioms HexagonalZoneCorner.secular_determinant
#print axioms HexagonalZoneCorner.degenerate_iff
#print axioms HexagonalZoneCorner.dirac_block
```

```
'HexagonalZoneCorner.secular_determinant' depends on axioms: [propext, Classical.choice, Quot.sound]
'HexagonalZoneCorner.degenerate_iff' depends on axioms: [propext, Classical.choice, Quot.sound]
'HexagonalZoneCorner.dirac_block' depends on axioms: [propext, Classical.choice, Quot.sound]
```
